# Splitting the electronic phonon self-energy into rest and target terms in a finite-matrix model of constrained DFPT

## Two groups of electronic transitions screening one phonon

A phonon displaces the ions and so changes the potential felt by the electrons. The electrons respond, and their induced density screens that change. In a low-energy model, only the electrons in a few bands near the Fermi level are treated explicitly. Transitions within these bands form the target; all other electronic transitions, including those between these bands and others, form the rest. The model will produce the target screening itself, so its electron-phonon coupling should contain the screening by the rest only. Constrained density functional perturbation theory (cDFPT) computes such partially screened quantities.

Two questions follow. Does screening by the rest and then by the target give back the full coupling? And which couplings belong in the target part of the phonon self-energy if nothing is to be counted twice?

## Couplings, interaction and self-energy

In a finite orthonormal basis, let \(g\) be the vector of the bare potential change due to one phonon mode, and \(g'\) that of a second mode. The matrices \(\chi_t\) and \(\chi_r\) give the density response of the target and the rest to the total potential. They are independent-particle responses, not the interacting response that many texts call \(\chi\). The matrix \(v\) turns an induced density into a potential; in DFPT it holds the Hartree and exchange-correlation kernels. Define

\[
\varepsilon_r = 1-v\chi_r,\qquad \varepsilon = 1-v(\chi_t+\chi_r),
\]
\[
W=\varepsilon_r^{-1}v,\qquad g_p=\varepsilon_r^{-1}g,\qquad g_f=\varepsilon^{-1}g,
\]

and likewise \(g'_p\) and \(g'_f\). Here \(W\) is screened by the rest only, whereas in the \(GW\) literature the letter usually means the fully screened interaction.

Let \(v\) and \(\chi_r\) be Hermitian, and \(\varepsilon_r\) and \(\varepsilon\) invertible. Then \(1-W\chi_t\) is invertible, and

\[
g_f=(1-W\chi_t)^{-1}g_p,
\]
\[
g^\dagger(\chi_t+\chi_r)g'_f = g^\dagger\chi_r g'_p + g_p^\dagger\chi_t g'_f .
\]

The left side of the last line is the electronic self-energy between the two modes, without prefactors. The target term has one partially and one fully screened coupling. For electronic structure, this says how a low-energy model within finite-matrix linear response can add target screening to partially screened phonons without double counting.

Invertibility means that the self-consistent equation for the total potential, for example \(g_f=g+v(\chi_t+\chi_r)g_f\), has exactly one solution. Physically, the electrons have no induced potential that sustains itself without a phonon.

## The same objects in Lean

The index type `n` labels the basis, and `𝕜` is \(\mathbb R\) or \(\mathbb C\). The real case contains real symmetric matrices; the complex case suits static response at finite wavevector. `dielectric v χ` is \(1-v\chi\), `screenedInteraction v χr` is \(W\), and `screenedCoupling` gives \(g_p\) or \(g_f\), depending on the response inserted. `IsUnit` means invertible, and `star g ⬝ᵥ x` is \(g^\dagger x\).

The theorem `constrained_dfpt` states the three conclusions above, the last two for all couplings. It puts no symmetry condition on `χt`. Lean's matrix inverse is defined even for singular matrices, so the first conclusion is what makes the inverse in the second a true one.

In the limit of a complete basis, which the theorem does not cover, the matrices become operators on functions of position.

## Factorising the dielectric matrix

Since \(\varepsilon_r W=v\),

\[
\varepsilon=\varepsilon_r-v\chi_t=\varepsilon_r-\varepsilon_rW\chi_t=\varepsilon_r(1-W\chi_t).
\]

Taking determinants, and using \(\det\varepsilon_r\neq0\), shows that \(1-W\chi_t\) is invertible exactly when \(\varepsilon\) is. Inverting the product gives

\[
g_f=(1-W\chi_t)^{-1}\varepsilon_r^{-1}g=(1-W\chi_t)^{-1}g_p,
\]

and therefore \(g_f=g_p+W\chi_t g_f\). None of this uses Hermiticity.

## Moving the rest screening to the left coupling

From \(\varepsilon_r+v\chi_r=1\) we get

\[
\varepsilon_r^{-1}=\varepsilon_r^{-1}(\varepsilon_r+v\chi_r)=1+W\chi_r,
\qquad g_p=g+W\chi_r g .
\]

Next, \(W\) is Hermitian. Because \(\varepsilon_r^\dagger=1-\chi_r v\),

\[
\varepsilon_r v=v-v\chi_r v=v\varepsilon_r^\dagger .
\]

Multiplying by \(\varepsilon_r^{-1}\) on the left and by \((\varepsilon_r^\dagger)^{-1}\) on the right gives \(v(\varepsilon_r^{-1})^\dagger=\varepsilon_r^{-1}v\), which is \(W^\dagger=W\). Hence \(g_p^\dagger=g^\dagger+g^\dagger\chi_rW\).

Now insert \(g'_f=g'_p+W\chi_t g'_f\) into the rest term only:

\[
\begin{aligned}
g^\dagger(\chi_t+\chi_r)g'_f
&=g^\dagger\chi_t g'_f+g^\dagger\chi_r g'_p+g^\dagger\chi_rW\chi_t g'_f\\
&=g^\dagger\chi_r g'_p+(g^\dagger+g^\dagger\chi_rW)\chi_t g'_f\\
&=g^\dagger\chi_r g'_p+g_p^\dagger\chi_t g'_f .
\end{aligned}
\]

## The change from using two fully screened couplings

If \(g_f\) replaces \(g_p\) in the target term, the relation \(g_f-g_p=W\chi_t g_f\) gives the change:

\[
g_f^\dagger\chi_t g'_f-g_p^\dagger\chi_t g'_f
=(\chi_t g_f)^\dagger W(\chi_t g'_f).
\]

This is the partially screened interaction between the two densities induced in the target space.

## From the factorisation to the splitting in Lean

```lean
import Mathlib

open Matrix

namespace ConstrainedDFPT

noncomputable section

variable {𝕜 n : Type*} [RCLike 𝕜] [Fintype n] [DecidableEq n]

/-- The dielectric matrix `1 - v χ` of electrons with response `χ` and interaction `v`. -/
def dielectric (v χ : Matrix n n 𝕜) : Matrix n n 𝕜 := 1 - v * χ

/-- The interaction `(1 - v χ)⁻¹ v` screened by the response `χ`, for invertible `1 - v χ`. -/
def screenedInteraction (v χ : Matrix n n 𝕜) : Matrix n n 𝕜 := (dielectric v χ)⁻¹ * v

/-- The electron-phonon coupling `(1 - v χ)⁻¹ g` screened by the response `χ`,
for invertible `1 - v χ`. -/
def screenedCoupling (v χ : Matrix n n 𝕜) (g : n → 𝕜) : n → 𝕜 := (dielectric v χ)⁻¹ *ᵥ g

/-- If `1 - v χr` is invertible, the dielectric matrix of the whole system is the product of
that of the rest space and that of the target space with the partially screened interaction. -/
theorem dielectric_factor (v χt χr : Matrix n n 𝕜) (h : IsUnit (dielectric v χr)) :
    dielectric v (χt + χr) =
      dielectric v χr * dielectric (screenedInteraction v χr) χt := by
  have hdet := (Matrix.isUnit_iff_isUnit_det _).mp h
  have h1 : dielectric v χr * screenedInteraction v χr = v := by
    rw [screenedInteraction, ← mul_assoc, Matrix.mul_nonsing_inv _ hdet, one_mul]
  calc dielectric v (χt + χr) = dielectric v χr - v * χt := by
        unfold dielectric
        noncomm_ring
    _ = dielectric v χr - dielectric v χr * screenedInteraction v χr * χt := by rw [h1]
    _ = dielectric v χr * (1 - screenedInteraction v χr * χt) := by
        rw [mul_sub, mul_one, mul_assoc]

/-- If `1 - v χr` is invertible, then `1 - W χt`, with `W` the partially screened interaction,
is invertible exactly when `1 - v (χt + χr)` is. -/
theorem isUnit_target_iff (v χt χr : Matrix n n 𝕜) (h : IsUnit (dielectric v χr)) :
    IsUnit (dielectric (screenedInteraction v χr) χt) ↔ IsUnit (dielectric v (χt + χr)) := by
  have hdet := (Matrix.isUnit_iff_isUnit_det _).mp h
  rw [dielectric_factor v χt χr h, Matrix.isUnit_iff_isUnit_det,
    Matrix.isUnit_iff_isUnit_det, Matrix.det_mul, IsUnit.mul_iff]
  exact ⟨fun h' => ⟨hdet, h'⟩, fun h' => h'.2⟩

/-- For Hermitian `v` and `χ` with `1 - v χ` invertible, the screened interaction is
Hermitian. -/
theorem screenedInteraction_isHermitian {v χ : Matrix n n 𝕜} (hv : v.IsHermitian)
    (hχ : χ.IsHermitian) (h : IsUnit (dielectric v χ)) :
    (screenedInteraction v χ).IsHermitian := by
  have hdet := (Matrix.isUnit_iff_isUnit_det _).mp h
  have hA : dielectric v χ * v = v * (dielectric v χ)ᴴ := by
    unfold dielectric
    rw [conjTranspose_sub, conjTranspose_one, conjTranspose_mul, hv.eq, hχ.eq]
    noncomm_ring
  have hB : (dielectric v χ)ᴴ * ((dielectric v χ)⁻¹)ᴴ = 1 := by
    rw [← conjTranspose_mul, Matrix.nonsing_inv_mul _ hdet, conjTranspose_one]
  change ((dielectric v χ)⁻¹ * v)ᴴ = (dielectric v χ)⁻¹ * v
  rw [conjTranspose_mul, hv.eq]
  -- move the inverse from the right of `v` to its left
  calc v * ((dielectric v χ)⁻¹)ᴴ
      = (dielectric v χ)⁻¹ * dielectric v χ * (v * ((dielectric v χ)⁻¹)ᴴ) := by
        rw [Matrix.nonsing_inv_mul _ hdet, one_mul]
    _ = (dielectric v χ)⁻¹ * (dielectric v χ * v) * ((dielectric v χ)⁻¹)ᴴ := by
        simp only [mul_assoc]
    _ = (dielectric v χ)⁻¹ * v * ((dielectric v χ)ᴴ * ((dielectric v χ)⁻¹)ᴴ) := by
        rw [hA]
        simp only [mul_assoc]
    _ = (dielectric v χ)⁻¹ * v := by rw [hB, mul_one]

/-- If `1 - v χ` is invertible, the screened coupling is the bare one plus the potential that
the screened interaction makes from the density `χ g`. -/
theorem screenedCoupling_eq_bare_add (v χ : Matrix n n 𝕜) (g : n → 𝕜)
    (h : IsUnit (dielectric v χ)) :
    screenedCoupling v χ g = g + screenedInteraction v χ *ᵥ (χ *ᵥ g) := by
  have hdet := (Matrix.isUnit_iff_isUnit_det _).mp h
  have h1 : dielectric v χ + v * χ = 1 := by
    unfold dielectric
    rw [sub_add_cancel]
  have h2 : (dielectric v χ)⁻¹ = 1 + screenedInteraction v χ * χ := by
    calc (dielectric v χ)⁻¹ = (dielectric v χ)⁻¹ * (dielectric v χ + v * χ) := by
          rw [h1, mul_one]
      _ = 1 + screenedInteraction v χ * χ := by
          rw [mul_add, Matrix.nonsing_inv_mul _ hdet, screenedInteraction, mul_assoc]
  rw [screenedCoupling, h2, Matrix.add_mulVec, Matrix.one_mulVec, Matrix.mulVec_mulVec]

/-- If `1 - v χr` and `1 - v (χt + χr)` are invertible, the fully screened coupling is the
partially screened one plus the potential that the partially screened interaction makes from
the density induced in the target space. -/
theorem full_eq_partial_add (v χt χr : Matrix n n 𝕜) (g : n → 𝕜)
    (hr : IsUnit (dielectric v χr)) (hf : IsUnit (dielectric v (χt + χr))) :
    screenedCoupling v (χt + χr) g = screenedCoupling v χr g +
      screenedInteraction v χr *ᵥ (χt *ᵥ screenedCoupling v (χt + χr) g) := by
  have hrdet := (Matrix.isUnit_iff_isUnit_det _).mp hr
  have hfdet := (Matrix.isUnit_iff_isUnit_det _).mp hf
  have h1 : dielectric v (χt + χr) *ᵥ screenedCoupling v (χt + χr) g = g := by
    rw [screenedCoupling, Matrix.mulVec_mulVec, Matrix.mul_nonsing_inv _ hfdet,
      Matrix.one_mulVec]
  have h2 : screenedCoupling v χr g =
      dielectric (screenedInteraction v χr) χt *ᵥ screenedCoupling v (χt + χr) g := by
    calc screenedCoupling v χr g = (dielectric v χr)⁻¹ *ᵥ
          (dielectric v (χt + χr) *ᵥ screenedCoupling v (χt + χr) g) := by
          rw [h1, screenedCoupling]
      _ = _ := by
          rw [dielectric_factor v χt χr hr, Matrix.mulVec_mulVec, ← mul_assoc,
            Matrix.nonsing_inv_mul _ hrdet, one_mul]
  rw [h2, dielectric, Matrix.sub_mulVec, Matrix.one_mulVec, Matrix.mulVec_mulVec,
    sub_add_cancel]

/-- Let `v` and `χr` be Hermitian, and `1 - v χr` and `1 - v (χt + χr)` invertible. Then
`1 - W χt` is invertible, screening by the rest and then by the target space gives the full
coupling, and the phonon self-energy splits into a rest term and a target term, the latter
with one partially and one fully screened coupling. -/
theorem constrained_dfpt {v χt χr : Matrix n n 𝕜} (hv : v.IsHermitian) (hχ : χr.IsHermitian)
    (hr : IsUnit (dielectric v χr)) (hf : IsUnit (dielectric v (χt + χr))) :
    IsUnit (dielectric (screenedInteraction v χr) χt) ∧
    (∀ g : n → 𝕜, screenedCoupling v (χt + χr) g =
      screenedCoupling (screenedInteraction v χr) χt (screenedCoupling v χr g)) ∧
    ∀ g g' : n → 𝕜, star g ⬝ᵥ ((χt + χr) *ᵥ screenedCoupling v (χt + χr) g') =
      star g ⬝ᵥ (χr *ᵥ screenedCoupling v χr g') +
      star (screenedCoupling v χr g) ⬝ᵥ (χt *ᵥ screenedCoupling v (χt + χr) g') := by
  refine ⟨(isUnit_target_iff v χt χr hr).mpr hf, fun g => ?_, fun g g' => ?_⟩
  · unfold screenedCoupling
    rw [dielectric_factor v χt χr hr, Matrix.mul_inv_rev, Matrix.mulVec_mulVec]
  · have hW := screenedInteraction_isHermitian hv hχ hr
    -- the left vertex: move `W` and `χr` to the other side of the inner product
    have hs : ∀ y : n → 𝕜, star (screenedCoupling v χr g) ⬝ᵥ y =
        star g ⬝ᵥ y + star g ⬝ᵥ (χr *ᵥ (screenedInteraction v χr *ᵥ y)) := by
      intro y
      rw [screenedCoupling_eq_bare_add v χr g hr, star_add, add_dotProduct,
        Matrix.star_mulVec, Matrix.star_mulVec, hW.eq, hχ.eq,
        ← Matrix.dotProduct_mulVec, ← Matrix.dotProduct_mulVec]
    -- the right vertex: expand the full coupling once in the rest term
    have hl := (congrArg (fun x => χr *ᵥ x) (full_eq_partial_add v χt χr g' hr hf)).trans
      (Matrix.mulVec_add _ _ _)
    rw [Matrix.add_mulVec, dotProduct_add, hl, dotProduct_add, hs]
    ring

/-- Let `v` and `χr` be Hermitian, and `1 - v χr` and `1 - v (χt + χr)` invertible. Fully
screening both couplings in the target term changes it by the partially screened interaction
between the two densities induced in the target space. -/
theorem double_screening_error {v χt χr : Matrix n n 𝕜} (hv : v.IsHermitian)
    (hχ : χr.IsHermitian) (hr : IsUnit (dielectric v χr))
    (hf : IsUnit (dielectric v (χt + χr))) (g g' : n → 𝕜) :
    star (screenedCoupling v (χt + χr) g) ⬝ᵥ (χt *ᵥ screenedCoupling v (χt + χr) g') -
      star (screenedCoupling v χr g) ⬝ᵥ (χt *ᵥ screenedCoupling v (χt + χr) g') =
    star (χt *ᵥ screenedCoupling v (χt + χr) g) ⬝ᵥ
      (screenedInteraction v χr *ᵥ (χt *ᵥ screenedCoupling v (χt + χr) g')) := by
  have hW := screenedInteraction_isHermitian hv hχ hr
  have h := congrArg
    (fun x => star x ⬝ᵥ (χt *ᵥ screenedCoupling v (χt + χr) g'))
    (full_eq_partial_add v χt χr g hr hf)
  simp only [star_add, add_dotProduct] at h
  rw [h, add_sub_cancel_left, Matrix.star_mulVec (screenedInteraction v χr), hW.eq,
    ← Matrix.dotProduct_mulVec]

/-- The real `2 × 2` matrix example with `v = (2 1; 1 2)`, `χr = -1` and `χt = diag(-1, 0)` has
Hermitian `v` and `χr` and invertible `1 - v χr` and `1 - v (χt + χr)`. -/
theorem constrained_dfpt_witness :
    (!![2, 1; 1, 2] : Matrix (Fin 2) (Fin 2) ℝ).IsHermitian ∧
    (!![-1, 0; 0, -1] : Matrix (Fin 2) (Fin 2) ℝ).IsHermitian ∧
    IsUnit (dielectric (!![2, 1; 1, 2] : Matrix (Fin 2) (Fin 2) ℝ) !![-1, 0; 0, -1]) ∧
    IsUnit (dielectric (!![2, 1; 1, 2] : Matrix (Fin 2) (Fin 2) ℝ)
      (!![-1, 0; 0, 0] + !![-1, 0; 0, -1])) := by
  refine ⟨?_, ?_, ?_, ?_⟩
  · ext i j
    fin_cases i <;> fin_cases j <;> simp
  · ext i j
    fin_cases i <;> fin_cases j <;> simp
  · rw [Matrix.isUnit_iff_isUnit_det, isUnit_iff_ne_zero]
    norm_num [dielectric, Matrix.det_fin_two, Matrix.mul_apply, Fin.sum_univ_succ,
      Matrix.one_apply]
  · rw [Matrix.isUnit_iff_isUnit_det, isUnit_iff_ne_zero]
    norm_num [dielectric, Matrix.det_fin_two, Matrix.mul_apply, Fin.sum_univ_succ,
      Matrix.one_apply]

end

end ConstrainedDFPT
```

```lean
#print axioms ConstrainedDFPT.constrained_dfpt
#print axioms ConstrainedDFPT.double_screening_error
```

```
'ConstrainedDFPT.constrained_dfpt' depends on axioms: [propext, Classical.choice, Quot.sound]
'ConstrainedDFPT.double_screening_error' depends on axioms: [propext, Classical.choice, Quot.sound]
```

`dielectric_factor` is the factorisation, with `noncomm_ring` expanding products whose order matters. `isUnit_target_iff` carries out the determinant argument. `screenedInteraction_isHermitian` first proves \(\varepsilon_r v=v\varepsilon_r^\dagger\) as `hA`, and its final `calc` moves the inverse across \(v\).

`screenedCoupling_eq_bare_add` supplies \(g_p=g+W\chi_r g\). `full_eq_partial_add` supplies \(g_f=g_p+W\chi_t g_f\): it applies \(\varepsilon\) to \(g_f\) to recover \(g\), then applies \(\varepsilon_r^{-1}\) and the factorisation.

In `constrained_dfpt`, the second conclusion comes from reversing the order of the inverses with `Matrix.mul_inv_rev`. For the third, `hs` rewrites the left coupling as \(g^\dagger+g^\dagger\chi_rW\), and `hl` expands the right coupling in the rest term. What remains is an identity between sums of numbers, which `ring` closes.

`double_screening_error` takes the inner product of the relation for \(g_f\) with \(\chi_t g'_f\), then uses \(W^\dagger=W\). Finally, `constrained_dfpt_witness` checks the hypotheses for a real \(2\times2\) example in which \(v\) and \(\chi_t\) do not commute; the determinants of \(\varepsilon_r\) and \(\varepsilon\) are 8 and 13.
